# Screening Hermitian structure constants with a complex matrix a whose imaginary part (a − a†)/(2i) is positive definite: the inverse always exists

To screen the structure constants in an LMTO calculation, a program can build the matrix \(1-aS\) and solve a linear system with it to obtain \(X=S(1-aS)^{-1}\). Here \(S\) holds the bare structure constants, and \(a\) is the screening matrix, usually written \(\alpha\). With real screening constants the solve can fail: in one channel with \(S=1\) and \(a=1\), the matrix is zero. If \(S\) is Hermitian and \(\operatorname{Im}a=(a-a^\dagger)/(2i)\) is positive definite, the solve always has a unique solution, and \(\operatorname{Im}X=X^\dagger(\operatorname{Im}a)X\) is positive semidefinite.

## Matrices over sites and partial waves

```lean
import Mathlib

open Matrix
open scoped ComplexOrder

namespace ComplexScreening

noncomputable section

variable {n : Type*} [Fintype n] [DecidableEq n]
```

The type `n` is a finite set of labels, one for each combination of site and partial wave. Opening `ComplexOrder` fixes what an inequality between complex numbers means: `0 < z` says that \(z\) is real and positive.

```lean
/-- The matrix `K = (A - A*)/(2i)` of a square complex matrix `A`, so that `A = H + iK` with `H` and
`K` Hermitian. -/
def antiHermPart (A : Matrix n n ℂ) : Matrix n n ℂ :=
  (2 * Complex.I)⁻¹ • (A - Aᴴ)
```

This is \(\operatorname{Im}A=(A-A^\dagger)/(2i)\). Lean writes the adjoint as `Aᴴ`, and the comments in the code write it as `A*`. The matrix `antiHermPart A` is Hermitian: it is the \(K\) in \(A=H+iK\) with \(H\) and \(K\) Hermitian, so the anti-Hermitian part of \(A\) is \(iK\). In general \(K\) is not the matrix of imaginary parts of the entries.

```lean
/-- The screened structure constants `S (1 - a S)⁻¹`, for `1 - a S` invertible. -/
def screened (a S : Matrix n n ℂ) : Matrix n n ℂ :=
  S * (1 - a * S)⁻¹
```

This is \(X=S(1-aS)^{-1}\), often written \(S^\alpha\). The screening matrix may be any square complex matrix, diagonal or not. Lean assigns the value zero to the inverse of a singular matrix, so the definition has its intended meaning only once \(1-aS\) is known to be invertible.

## Expectation values pick out the imaginary part

```lean
/-- For a complex number, `(z - z*)/(2i)` is the imaginary part. -/
theorem scalar_im (z : ℂ) : (2 * Complex.I)⁻¹ * (z - star z) = (z.im : ℂ) := by
  have h : z - star z = (2 * Complex.I) * (z.im : ℂ) := by
    have h' := Complex.sub_conj z
    rw [starRingEnd_apply] at h'
    rw [h']
    push_cast
    ring
  have h0 : (2 * Complex.I) ≠ 0 := mul_ne_zero two_ne_zero Complex.I_ne_zero
  rw [h, inv_mul_cancel_left₀ h0]
```

In a Lean theorem the assumptions stand before the colon and the claim after it. This one says \((z-z^*)/(2i)=\operatorname{Im}z\), which follows from \(z-z^*=2i\operatorname{Im}z\).

```lean
omit [DecidableEq n] in
/-- For every vector `w`, the number `w* ((A - A*)/(2i)) w` is the imaginary part of `w* A w`. -/
theorem expectation_antiHermPart (A : Matrix n n ℂ) (w : n → ℂ) :
    star w ⬝ᵥ (antiHermPart A *ᵥ w) = ((star w ⬝ᵥ (A *ᵥ w)).im : ℂ) := by
  have h : star w ⬝ᵥ (Aᴴ *ᵥ w) = star (star w ⬝ᵥ (A *ᵥ w)) := by
    rw [Matrix.star_dotProduct, Matrix.star_mulVec, conjTranspose_conjTranspose,
      ← Matrix.dotProduct_mulVec]
  rw [antiHermPart, Matrix.smul_mulVec, Matrix.sub_mulVec, dotProduct_smul,
    dotProduct_sub, h, smul_eq_mul, scalar_im]
```

For a vector \(w\), the expression `star w ⬝ᵥ (A *ᵥ w)` is \(w^\dagger Aw\), with no normalisation of \(w\). Since \(w^\dagger A^\dagger w=(w^\dagger Aw)^*\),

\[
w^\dagger(\operatorname{Im}A)w=\frac{w^\dagger Aw-(w^\dagger Aw)^*}{2i}=\operatorname{Im}(w^\dagger Aw).
\]

The proof establishes the conjugation rule as `h` and then applies `scalar_im`.

## A null vector would make a real number complex

```lean
/-- For Hermitian `S` and a screening matrix `a` with `(a - a*)/(2i)` positive definite, `1 - a S`
is invertible. -/
theorem isUnit_one_sub {a S : Matrix n n ℂ} (hS : S.IsHermitian)
    (ha : (antiHermPart a).PosDef) : IsUnit (1 - a * S) := by
  rw [Matrix.isUnit_iff_isUnit_det, isUnit_iff_ne_zero]
  intro hdet
  obtain ⟨v, hv, h⟩ := Matrix.exists_mulVec_eq_zero_iff.mpr hdet
  -- a null vector satisfies v = a w with w = S v
  have hva : v = a *ᵥ (S *ᵥ v) := by
    rw [Matrix.sub_mulVec, Matrix.one_mulVec, ← Matrix.mulVec_mulVec] at h
    exact sub_eq_zero.mp h
  by_cases hw : S *ᵥ v = 0
  · apply hv
    rw [hva, hw, Matrix.mulVec_zero]
  · -- w* a w has positive imaginary part, yet equals the real number v* S v
    have pos := ha.dotProduct_mulVec_pos hw
    rw [expectation_antiHermPart, ← hva] at pos
    have e : star (S *ᵥ v) ⬝ᵥ v = star v ⬝ᵥ (S *ᵥ v) := by
      rw [Matrix.star_mulVec, hS.eq, ← Matrix.dotProduct_mulVec]
    have z : antiHermPart S = 0 := by
      rw [antiHermPart, hS.eq, sub_self, smul_zero]
    have q := expectation_antiHermPart S v
    rw [z, Matrix.zero_mulVec, dotProduct_zero] at q
    rw [e, ← q] at pos
    exact lt_irrefl _ pos
```

The hypothesis `hS` says that \(S\) is Hermitian, `ha` says that \(\operatorname{Im}a\) is positive definite, and `IsUnit` means invertible.

Suppose \((1-aS)v=0\) with \(v\neq0\), and put \(w=Sv\). Then \(v=aw\). If \(w=0\), then \(v=aw=0\), a contradiction. If \(w\neq0\), positive definiteness gives

\[
0<w^\dagger(\operatorname{Im}a)w=\operatorname{Im}(w^\dagger aw)=\operatorname{Im}(w^\dagger v)=\operatorname{Im}(v^\dagger Sv)=0,
\]

because \(v^\dagger Sv\) is real for Hermitian \(S\). This too is a contradiction.

Lean obtains \(v\) from the assumption that the determinant vanishes, and `by_cases` separates the two cases. The equality `e` is \(w^\dagger v=v^\dagger Sv\). The reality of this number comes from the previous theorem applied to \(S\), whose anti-Hermitian part is zero.

## From the Dyson equation to the imaginary part of X

```lean
/-- Dyson equation `X = S (1 + a X)` for the screened structure constants `X`, whenever
`1 - a S` is invertible. -/
theorem screened_dyson {a S : Matrix n n ℂ} (h : IsUnit (1 - a * S)) :
    screened a S = S * (1 + a * screened a S) := by
  have hB := Matrix.mul_nonsing_inv _ ((Matrix.isUnit_iff_isUnit_det _).mp h)
  unfold screened
  generalize (1 - a * S)⁻¹ = R at hB ⊢
  have hR : R = 1 + a * (S * R) := by
    calc R = (1 - a * S) * R + a * (S * R) := by noncomm_ring
      _ = 1 + a * (S * R) := by rw [hB]
  exact congrArg (fun Y => S * Y) hR
```

Write \(R=(1-aS)^{-1}\). From \((1-aS)R=1\) follows \(R=1+aSR\), and multiplication by \(S\) from the left gives

\[
X=S(1+aX).
\]

Only invertibility is used. In the code, `hB` is the first equation and `hR` the second.

```lean
/-- For Hermitian `S` and invertible `1 - a S`, the screened structure constants `X` satisfy
`(X - X*)/(2i) = X* ((a - a*)/(2i)) X`. -/
theorem antiHermPart_screened {a S : Matrix n n ℂ} (hS : S.IsHermitian)
    (h : IsUnit (1 - a * S)) :
    antiHermPart (screened a S) = (screened a S)ᴴ * antiHermPart a * screened a S := by
  have h1 := screened_dyson h
  generalize screened a S = X at h1 ⊢
  have h2 : Xᴴ = (1 + Xᴴ * aᴴ) * S := by
    have h' := congrArg conjTranspose h1
    rw [conjTranspose_mul, conjTranspose_add, conjTranspose_one, conjTranspose_mul,
      hS.eq] at h'
    exact h'
  -- evaluate (1 + X* a*) S (1 + a X) in two ways
  have h3 : Xᴴ * (1 + a * X) = (1 + Xᴴ * aᴴ) * X := by
    calc Xᴴ * (1 + a * X) = ((1 + Xᴴ * aᴴ) * S) * (1 + a * X) := by rw [← h2]
      _ = (1 + Xᴴ * aᴴ) * (S * (1 + a * X)) := mul_assoc _ _ _
      _ = (1 + Xᴴ * aᴴ) * X := by rw [← h1]
  have h4 : X - Xᴴ = Xᴴ * (a - aᴴ) * X := by
    linear_combination (norm := noncomm_ring) -h3
  unfold antiHermPart
  rw [h4, Matrix.mul_smul, Matrix.smul_mul]
```

The adjoint of the Dyson equation is \(X^\dagger=(1+X^\dagger a^\dagger)S\), since \(S\) is Hermitian; this is `h2`. The product \((1+X^\dagger a^\dagger)S(1+aX)\) can now be evaluated from either side:

\[
X^\dagger(1+aX)=(1+X^\dagger a^\dagger)X .
\]

This is `h3`. Multiplying out gives \(X^\dagger+X^\dagger aX=X+X^\dagger a^\dagger X\), and therefore

\[
X-X^\dagger=X^\dagger(a-a^\dagger)X,
\]

which is `h4`. Division by \(2i\) gives the claim. Positivity of \(\operatorname{Im}a\) plays no part here, so a Hermitian \(a\) with \(1-aS\) invertible gives a Hermitian \(X\).

The step from `h3` to `h4` uses `linear_combination (norm := noncomm_ring) -h3`. The tactic `linear_combination` is told which multiple of a known equation yields the goal, here \(-1\) times `h3`. It forms the difference between the goal and that multiple, and leaves it to a normaliser to confirm that everything cancels. The default normaliser assumes that factors commute, which matrices do not. The option replaces it by `noncomm_ring`, which expands products while keeping their order. The cancellation is the one seen above when the brackets are multiplied out.

## Invertibility, identity and positivity together

```lean
/-- For Hermitian `S` and `a` with `(a - a*)/(2i)` positive definite, `1 - a S` is invertible, and
for `X = S (1 - a S)⁻¹` the matrix `(X - X*)/(2i)` equals `X* ((a - a*)/(2i)) X` and is positive
semidefinite. -/
theorem complex_screening {a S : Matrix n n ℂ} (hS : S.IsHermitian)
    (ha : (antiHermPart a).PosDef) :
    IsUnit (1 - a * S) ∧
    antiHermPart (screened a S) = (screened a S)ᴴ * antiHermPart a * screened a S ∧
    (antiHermPart (screened a S)).PosSemidef := by
  have hu := isUnit_one_sub hS ha
  have hi := antiHermPart_screened hS hu
  refine ⟨hu, hi, ?_⟩
  rw [hi]
  exact ha.posSemidef.conjTranspose_mul_mul_same _
```

The symbol `∧` means "and". Under the two hypotheses, \(1-aS\) is invertible, \(\operatorname{Im}X=X^\dagger(\operatorname{Im}a)X\), and this matrix is positive semidefinite. The first two parts are the theorems above. The third holds because, for every vector \(u\),

\[
u^\dagger(\operatorname{Im}X)u=(Xu)^\dagger(\operatorname{Im}a)(Xu)\ge0 .
\]

The condition on \(a\) says that \(w^\dagger aw\) has a strictly positive imaginary part for every non-zero combination \(w\) of channels. This can happen when the scatterers are evaluated at a complex energy. Take for instance \(a=P(E)^{-1}\), where the potential function \(P(E)\) is given by \(P(E)^{-1}=\gamma+\Delta/(E-C)\) in each channel, with a real band centre \(C\), a real constant \(\gamma\) and a width parameter \(\Delta>0\). Then \(\operatorname{Im}a\) is positive definite for \(\operatorname{Im}E<0\). Singularity of \(1-aS\) is the KKR-ASA band condition, so in this non-interacting, finite model with Hermitian, energy-independent \(S\) no band energy lies there.

The step left to the user is to show that the structure constants of the actual solid form such a finite Hermitian matrix, for example at a fixed real Bloch vector with a truncated set of partial waves.

## Strict positivity requires invertible structure constants

```lean
/-- For Hermitian `S` and `a` with `(a - a*)/(2i)` positive definite, the screened structure
constants `X` have `(X - X*)/(2i)` positive definite exactly when `S` is invertible. -/
theorem posDef_iff_isUnit {a S : Matrix n n ℂ} (hS : S.IsHermitian)
    (ha : (antiHermPart a).PosDef) :
    (antiHermPart (screened a S)).PosDef ↔ IsUnit S := by
  have hu := isUnit_one_sub hS ha
  rw [antiHermPart_screened hS hu]
  constructor
  · intro hp
    rw [Matrix.isUnit_iff_isUnit_det, isUnit_iff_ne_zero]
    intro h0
    -- a singular S makes X, and with it the anti-Hermitian part, singular
    have hX : (screened a S).det = 0 := by
      rw [screened, Matrix.det_mul, h0, zero_mul]
    have hd := hp.det_pos
    rw [Matrix.det_mul, hX, mul_zero] at hd
    exact lt_irrefl _ hd
  · intro hSu
    have hX : IsUnit (screened a S) := hSu.mul (Matrix.isUnit_nonsing_inv_iff.mpr hu)
    exact ha.conjTranspose_mul_mul_same (Matrix.mulVec_injective_iff_isUnit.mpr hX)
```

The symbol `↔` means "exactly when". If \(S\) is singular, then \(\det X=0\), so \(\det(\operatorname{Im}X)=0\), whereas a positive definite matrix has a positive determinant. If \(S\) is invertible, so is \(X\). Then \(Xu\neq0\) for every \(u\neq0\), and the expectation value above is strictly positive. The two bullets of the proof are these two directions.

## One complex number for all channels

```lean
/-- Uniform complex screening: for Hermitian `S` and a number `z` with `Im z > 0`, the matrix
`1 - z S` is invertible and the screened `X` satisfies `(X - X*)/(2i) = (Im z) X* X`. -/
theorem uniform_screening {S : Matrix n n ℂ} (hS : S.IsHermitian) {z : ℂ} (hz : 0 < z.im) :
    IsUnit (1 - (z • (1 : Matrix n n ℂ)) * S) ∧
    antiHermPart (screened (z • 1) S) =
      (z.im : ℂ) • ((screened (z • 1) S)ᴴ * screened (z • 1) S) := by
  have e : antiHermPart (z • (1 : Matrix n n ℂ)) = (z.im : ℂ) • 1 := by
    rw [antiHermPart, conjTranspose_smul, conjTranspose_one, ← sub_smul, smul_smul, scalar_im]
  have hz' : (0 : ℂ) < (z.im : ℂ) := by exact_mod_cast hz
  have ha : (antiHermPart (z • (1 : Matrix n n ℂ))).PosDef := by
    rw [e]
    exact Matrix.PosDef.one.smul hz'
  have hu := isUnit_one_sub hS ha
  refine ⟨hu, ?_⟩
  rw [antiHermPart_screened hS hu, e, Matrix.mul_smul, Matrix.smul_mul, Matrix.mul_one]
```

Here \(a=z\,1\), written `z • 1`, with \(\operatorname{Im}z>0\). Then \(\operatorname{Im}a=(\operatorname{Im}z)\,1\), which is positive definite, and the general identity becomes \(\operatorname{Im}X=(\operatorname{Im}z)\,X^\dagger X\).

For two coupled channels, take

\[
S=\begin{pmatrix}0&1\\1&0\end{pmatrix},\qquad z=i,\qquad
1-iS=\begin{pmatrix}1&-i\\-i&1\end{pmatrix}.
\]

The determinant is \(1-(-i)^2=2\), and

\[
(1-iS)^{-1}=\frac12\begin{pmatrix}1&i\\i&1\end{pmatrix},\qquad
X=\frac12\begin{pmatrix}i&1\\1&i\end{pmatrix}.
\]

Both \(\operatorname{Im}X\) and \(X^\dagger X\) equal \(\tfrac12\,1\), as they should for \(\operatorname{Im}z=1\). With the real value \(z=1\), the matrix \(1-S\) is singular.

## A single real channel can spoil the inverse

```lean
/-- Two channels with `a = diag(1, i)` and `S = 1`: the matrix `(a - a*)/(2i) = diag(0, 1)` is
positive semidefinite, and `1 - a S` is singular. -/
theorem semidefinite_not_enough :
    antiHermPart (diagonal ![1, Complex.I]) = diagonal ![0, 1] ∧
    (diagonal ![0, 1] : Matrix (Fin 2) (Fin 2) ℂ).PosSemidef ∧
    ¬ IsUnit (1 - diagonal ![1, Complex.I] * (1 : Matrix (Fin 2) (Fin 2) ℂ)) := by
  refine ⟨?_, ?_, ?_⟩
  · rw [antiHermPart, diagonal_conjTranspose, diagonal_sub, ← diagonal_smul]
    refine congrArg diagonal (funext fun i => ?_)
    exact (scalar_im (![1, Complex.I] i)).trans (by fin_cases i <;> simp)
  · rw [Matrix.posSemidef_diagonal_iff]
    intro i
    fin_cases i <;> simp
  · rw [Matrix.isUnit_iff_isUnit_det]
    simp [Matrix.det_fin_two]

end

end ComplexScreening
```

`Fin 2` is a set of two labels, and `![1, Complex.I]` lists the diagonal entries. For \(a=\operatorname{diag}(1,i)\) and \(S=1\),

\[
\operatorname{Im}a=\operatorname{diag}(0,1),\qquad 1-aS=\operatorname{diag}(0,\,1-i).
\]

The first matrix is positive semidefinite and the second is singular. A non-zero, positive semidefinite \(\operatorname{Im}a\) therefore does not guarantee the inverse. The three parts of the proof compute \(\operatorname{Im}a\) entry by entry, check the signs on its diagonal, and evaluate the determinant of \(1-aS\).

```lean
#print axioms ComplexScreening.complex_screening
#print axioms ComplexScreening.posDef_iff_isUnit
#print axioms ComplexScreening.uniform_screening
#print axioms ComplexScreening.semidefinite_not_enough
```

```
'ComplexScreening.complex_screening' depends on axioms: [propext, Classical.choice, Quot.sound]
'ComplexScreening.posDef_iff_isUnit' depends on axioms: [propext, Classical.choice, Quot.sound]
'ComplexScreening.uniform_screening' depends on axioms: [propext, Classical.choice, Quot.sound]
'ComplexScreening.semidefinite_not_enough' depends on axioms: [propext, Classical.choice, Quot.sound]
```
